# Adding a site to the end of a finite hopping chain changes the first-site resolvent by the new hopping times two end-to-end resolvents

The theorem `increment_eq_hop` concerns a finite chain with real site energies and real nearest-neighbour hoppings, described by a tridiagonal matrix $T$, with no interactions. It compares the first-site resolvent $((z-T)^{-1})_{00}$ of the chain of $n+1$ sites with that of the chain of $n+2$ sites, for a complex $z$ that is an eigenvalue of neither. The long-chain value minus the short-chain value equals the new hopping $b_{n+1}$ times the short chain's resolvent entry from last site to first and the long chain's entry from first site to last. The proof cuts row 0 of the long resolvent down to the short chain, shows that it solves the short chain's row equation with an extra source at the last site, and pairs it with column 0 of the short resolvent.

Lean 4 with Mathlib refuses this proof:

```lean
import Mathlib

open Matrix Finset
open scoped ComplexOrder

namespace IncrementEqHop

noncomputable section

/-- The Lanczos matrix of a chain of `n` sites: real site energies `a k` on the diagonal, and
real hoppings `b k` between the sites `k - 1` and `k`. -/
def chain (a b : ℕ → ℝ) (n : ℕ) : Matrix (Fin n) (Fin n) ℂ :=
  Matrix.of fun i j =>
    if (i : ℕ) = j then (a i : ℂ)
    else if (i : ℕ) + 1 = j then (b j : ℂ)
    else if (j : ℕ) + 1 = i then (b i : ℂ) else 0

/-- The matrix `z - T` for the chain of `n` sites. -/
def pencil (a b : ℕ → ℝ) (z : ℂ) (n : ℕ) : Matrix (Fin n) (Fin n) ℂ :=
  z • (1 : Matrix (Fin n) (Fin n) ℂ) - chain a b n

/-- The characteristic determinant `D_n(z) = det (z - T_n)`. -/
def charDet (a b : ℕ → ℝ) (z : ℂ) (n : ℕ) : ℂ := (pencil a b z n).det

/-- The first-site resolvent `((z - T)⁻¹)₀₀` of the chain of `n + 1` sites, for `z` that is
not an eigenvalue of `T`. -/
def firstSite (a b : ℕ → ℝ) (z : ℂ) (n : ℕ) : ℂ := (pencil a b z (n + 1))⁻¹ 0 0

variable (a b : ℕ → ℝ) (z : ℂ) (n : ℕ)

/-- The entries of `z - T`: `z - a k` on the diagonal, minus the hoppings beside it. -/
lemma pencil_apply (i j : Fin n) : pencil a b z n i j =
    if (i : ℕ) = j then z - (a i : ℂ)
    else if (i : ℕ) + 1 = j then -(b j : ℂ)
    else if (j : ℕ) + 1 = i then -(b i : ℂ) else 0 := by
  simp only [pencil, chain, Matrix.sub_apply, Matrix.smul_apply, Matrix.one_apply,
    Matrix.of_apply, Fin.ext_iff, smul_eq_mul]
  split_ifs <;> simp

/-- If `z` is an eigenvalue of neither chain, attaching one more site changes the first-site
resolvent by the new hopping times the end-to-end resolvents of the short and long chains. -/
theorem increment_eq_hop (h₁ : charDet a b z (n + 1) ≠ 0) (h₂ : charDet a b z (n + 2) ≠ 0) :
    firstSite a b z (n + 1) - firstSite a b z n =
      (b (n + 1) : ℂ) * (pencil a b z (n + 1))⁻¹ (Fin.last n) 0 *
        (pencil a b z (n + 2))⁻¹ 0 (Fin.last (n + 1)) := by
  have hN : pencil a b z (n + 1) * (pencil a b z (n + 1))⁻¹ = 1 :=
    Matrix.mul_nonsing_inv _ (isUnit_iff_ne_zero.mpr h₁)
  have hM : (pencil a b z (n + 2))⁻¹ * pencil a b z (n + 2) = 1 :=
    Matrix.nonsing_inv_mul _ (isUnit_iff_ne_zero.mpr h₂)
  have hc : pencil a b z (n + 1) *ᵥ (fun j => (pencil a b z (n + 1))⁻¹ j 0) =
      Pi.single 0 1 := by
    ext i
    have h := congrFun (congrFun hN i) 0
    rw [Matrix.one_apply] at h
    rw [Pi.single_apply]
    exact h
  -- the long resolvent, cut to the short chain, solves the short problem with an end source
  have hrow : (fun i : Fin (n + 1) => (pencil a b z (n + 2))⁻¹ 0 i.castSucc) ᵥ*
      pencil a b z (n + 1) = Pi.single 0 1 + Pi.single (Fin.last n)
        ((b (n + 1) : ℂ) * (pencil a b z (n + 2))⁻¹ 0 (Fin.last (n + 1))) := by
    ext j
    have h := congrFun (congrFun hM 0) j.castSucc
    rw [Matrix.mul_apply, Fin.sum_univ_castSucc, Matrix.one_apply] at h
    have hin : ∀ i : Fin (n + 1), pencil a b z (n + 2) i.castSucc j.castSucc =
        pencil a b z (n + 1) i j := by
      intro i
      simp [pencil_apply]
    have hlast : pencil a b z (n + 2) (Fin.last (n + 1)) j.castSucc =
        -(if j = Fin.last n then (b (n + 1) : ℂ) else 0) := by
      by_cases hj : j = Fin.last n
      · subst hj
        simp [pencil_apply]
      · have hj' : (j : ℕ) ≠ n := fun e => hj (Fin.ext e)
        have hlt := j.isLt
        have e1 : ((Fin.last (n + 1) : Fin (n + 2)) : ℕ) = n + 1 := rfl
        have e2 : (j.castSucc : ℕ) = j := rfl
        rw [if_neg hj, neg_zero, pencil_apply, if_neg (by omega), if_neg (by omega),
          if_neg (by omega)]
    have h0 : ((0 : Fin (n + 2)) = j.castSucc) ↔ j = 0 :=
      ⟨fun e => Fin.ext (congrArg Fin.val e).symm, fun e => by rw [e]; rfl⟩
    simp only [hin, hlast, h0] at h
    rw [Pi.add_apply, Pi.single_apply, Pi.single_apply]
    change ∑ i : Fin (n + 1), (pencil a b z (n + 2))⁻¹ 0 i.castSucc *
      pencil a b z (n + 1) i j = _
    split_ifs at h ⊢ <;> linear_combination h
  have h := Matrix.dotProduct_mulVec
    (fun i : Fin (n + 1) => (pencil a b z (n + 2))⁻¹ 0 i.castSucc)
    (pencil a b z (n + 1)) (fun j => (pencil a b z (n + 1))⁻¹ j 0)
  rw [hc, hrow, dotProduct_single, add_dotProduct, single_dotProduct, single_dotProduct] at h
  simp only [mul_one, one_mul, Fin.castSucc_zero] at h
  unfold firstSite
  linear_combination h

end

end IncrementEqHop
```

Lean reports:

```
Main.lean:71:6: error: unsolved goals
case pos
a b : ℕ → ℝ
z : ℂ
n : ℕ
h₁ : charDet a b z (n + 1) ≠ 0
h₂ : charDet a b z (n + 2) ≠ 0
hN : pencil a b z (n + 1) * (pencil a b z (n + 1))⁻¹ = 1
hM : (pencil a b z (n + 2))⁻¹ * pencil a b z (n + 2) = 1
hc : (pencil a b z (n + 1) *ᵥ fun j => (pencil a b z (n + 1))⁻¹ j 0) = Pi.single 0 1
h :
  ∑ i, (pencil a b z (n + 2))⁻¹ 0 i.castSucc * pencil a b z (n + 2) i.castSucc (Fin.last n).castSucc +
      (pencil a b z (n + 2))⁻¹ 0 (Fin.last (n + 1)) * pencil a b z (n + 2) (Fin.last (n + 1)) (Fin.last n).castSucc =
    if 0 = (Fin.last n).castSucc then 1 else 0
hin : ∀ (i : Fin (n + 1)), pencil a b z (n + 2) i.castSucc (Fin.last n).castSucc = pencil a b z (n + 1) i (Fin.last n)
⊢ n + 1 + 1 = n → b n = b (n + 1)
```

The one error is in `hlast`, which computes the entries of $z-T$ between the new site and the old ones. In the case where the old site is the last one, the entry should be $-b_{n+1}$. The lemma `pencil_apply` gives it as a chain of `if`s, which tests whether the row index plus one equals the column index before it tests the reverse. Here the row index is `n + 1` and the column index is `n`, so the first of these tests reads `n + 1 + 1 = n`. It is false, but `simp` did not refute it. It kept that branch as the implication `n + 1 + 1 = n → b n = b (n + 1)`, which is the unsolved goal in the message.

The implication holds because its premise is impossible, whatever the hoppings are. The added line `exact fun e => absurd e (by omega)` assumes the premise as `e` and has `omega` prove its negation, which closes the goal. The other change only rewords a comment and has no effect on the proof.

Lean accepts the file once it reads:

```diff
@@ -55,5 +55,6 @@
     rw [Pi.single_apply]
     exact h
-  -- the long resolvent, cut to the short chain, solves the short problem with an end source
+  -- row 0 of the long resolvent, cut to the short chain, solves the row equation of the short
+  -- chain with an extra source at the last site
   have hrow : (fun i : Fin (n + 1) => (pencil a b z (n + 2))⁻¹ 0 i.castSucc) ᵥ*
       pencil a b z (n + 1) = Pi.single 0 1 + Pi.single (Fin.last n)
@@ -71,4 +72,5 @@
       · subst hj
         simp [pencil_apply]
+        exact fun e => absurd e (by omega)
       · have hj' : (j : ℕ) ≠ n := fun e => hj (Fin.ext e)
         have hlt := j.isLt
```
